# The Tamm-Dancoff error of a non-degenerate level is second order in a weak antiresonant coupling

Without the order and sign of the Tamm-Dancoff error, one cannot tell whether halving a weak resonant-antiresonant coupling halves the error or quarters it, or whether the approximate excitation energy is too high or too low. For a finite, real, static Bethe-Salpeter matrix with symmetric coupling and positive Tamm-Dancoff energies, the answer for a non-degenerate level is that the error is quartered to leading order, and that the approximate energy is never too low once the coupling is small enough.

The Tamm-Dancoff excitations, called transitions below, are labelled by a finite type `n`, and all quantities are real.

In Lean 4 with Mathlib:

```lean
import Mathlib

open Matrix Filter Topology

namespace TammDancoffErrorOrder

noncomputable section

variable {n : Type*} [Fintype n] [DecidableEq n]
```

Work in the eigenbasis of the resonant block, so that A = diag(E) and the E_j are the Tamm-Dancoff energies. The coupling B is scaled by a real number t:

H(t) = [[A, tB], [−tB, −A]].

The approximation is t = 0 and the full problem is t = 1. The results concern t near 0 and give no error bound at t = 1.

```lean
/-- The Bethe-Salpeter Hamiltonian with Tamm-Dancoff energies `E` and the resonant-antiresonant
coupling `B` scaled by `t`; `t = 0` is the Tamm-Dancoff approximation. -/
def bse (E : n → ℝ) (B : Matrix n n ℝ) (t : ℝ) : Matrix (n ⊕ n) (n ⊕ n) ℝ :=
  fromBlocks (diagonal E) (t • B) (-(t • B)) (-(diagonal E))
```

An excitation energy ω is a real eigenvalue of H(t). Its eigenvector consists of resonant amplitudes x and antiresonant amplitudes y, joined by `Sum.elim x y`. The definition also admits negative eigenvalues; the branch studied below is selected by its value at t = 0.

```lean
/-- `ω` is a real eigenvalue of the Bethe-Salpeter Hamiltonian, with resonant amplitudes `x`
and antiresonant amplitudes `y` that do not both vanish. -/
def IsExcitation (E : n → ℝ) (B : Matrix n n ℝ) (t ω : ℝ) : Prop :=
  ∃ x y : n → ℝ, (x ≠ 0 ∨ y ≠ 0) ∧ bse E B t *ᵥ Sum.elim x y = ω • Sum.elim x y
```

Two abbreviations are needed. The first is, up to a factor −t², the coupling that the resonant amplitudes feel by way of the antiresonant ones:

G(ω) = B(ω + A)⁻¹B.

```lean
/-- The matrix `B (ω + A)⁻¹ B` that acts on the resonant amplitudes once the antiresonant ones
are eliminated; its domain is `ω + E j ≠ 0` for all `j`. -/
def effCoupling (E : n → ℝ) (B : Matrix n n ℝ) (ω : ℝ) : Matrix n n ℝ :=
  B * diagonal (fun j => (ω + E j)⁻¹) * B
```

The second is the sum that will turn out to be the coefficient of the shift:

S_i = ∑_j B_ij² / (E_i + E_j).

```lean
/-- The second-order sum `∑ j, B i j ^ 2 / (E i + E j)` for level `i`; its domain is
`E i + E j ≠ 0` for all `j`. -/
def levelShift (E : n → ℝ) (B : Matrix n n ℝ) (i : n) : ℝ :=
  ∑ j, B i j ^ 2 / (E i + E j)
```

Row by row, the eigenproblem reads

E_k x_k + t(By)_k = ω x_k,
−t(Bx)_k − E_k y_k = ω y_k.

```lean
variable {E : n → ℝ} {B : Matrix n n ℝ} {i : n} {w : ℝ → ℝ}

/-- The Bethe-Salpeter eigenproblem written out for the resonant and antiresonant amplitudes. -/
theorem bse_mulVec_iff {t ω : ℝ} (x y : n → ℝ) :
    bse E B t *ᵥ Sum.elim x y = ω • Sum.elim x y ↔
      ∀ k, E k * x k + t * (B *ᵥ y) k = ω * x k ∧
        -(t * (B *ᵥ x) k) - E k * y k = ω * y k := by
  have hl : ∀ k, (bse E B t *ᵥ Sum.elim x y) (Sum.inl k) = E k * x k + t * (B *ᵥ y) k := by
    intro k
    simp [bse, fromBlocks_mulVec, mulVec_diagonal, smul_mulVec]
  have hr : ∀ k, (bse E B t *ᵥ Sum.elim x y) (Sum.inr k) =
      -(t * (B *ᵥ x) k) - E k * y k := by
    intro k
    simp [bse, fromBlocks_mulVec, mulVec_diagonal, smul_mulVec, neg_mulVec, sub_eq_add_neg]
  constructor
  · intro h k
    exact ⟨(hl k).symm.trans (congrFun h (Sum.inl k)),
      (hr k).symm.trans (congrFun h (Sum.inr k))⟩
  · intro h
    funext k
    rcases k with k | k
    · exact (hl k).trans (h k).1
    · exact (hr k).trans (h k).2
```

If every ω + E_j is positive, the second row gives y_j = −t(Bx)_j / (ω + E_j). Inserting this into the first row gives

(ω − E_k) x_k = −t² (G(ω)x)_k.

If x were zero, y would be too, so x ≠ 0 and can be scaled to ∑_k x_k² = 1. This convention normalises the resonant part alone.

```lean
/-- Elimination of the antiresonant amplitudes: if `ω + E j > 0` for all `j`, an excitation has
normalised resonant amplitudes that feel the coupling only through `t ^ 2`. -/
theorem downfold {t ω : ℝ} (hω : ∀ j, 0 < ω + E j) (h : IsExcitation E B t ω) :
    ∃ x : n → ℝ, ∑ k, x k ^ 2 = 1 ∧
      ∀ k, (ω - E k) * x k = -(t ^ 2 * (effCoupling E B ω *ᵥ x) k) := by
  obtain ⟨x, y, hne, h⟩ := h
  rw [bse_mulVec_iff] at h
  -- the second block row determines `y`
  have hy : y = (-t) • (diagonal (fun j => (ω + E j)⁻¹) *ᵥ (B *ᵥ x)) := by
    funext j
    have h1 := (h j).2
    rw [Pi.smul_apply, mulVec_diagonal, smul_eq_mul]
    calc y j = (ω + E j)⁻¹ * ((ω + E j) * y j) := by
          rw [inv_mul_cancel_left₀ (hω j).ne']
      _ = (ω + E j)⁻¹ * (-(t * (B *ᵥ x) j)) := by
          congr 1
          linear_combination -h1
      _ = _ := by ring
  have hBy : B *ᵥ y = (-t) • (effCoupling E B ω *ᵥ x) := by
    rw [hy, mulVec_smul, effCoupling, ← mulVec_mulVec, ← mulVec_mulVec]
  have hx : x ≠ 0 := by
    intro hx0
    rcases hne with h' | h'
    · exact h' hx0
    · apply h'
      rw [hy, hx0]
      simp
  have hs : 0 < ∑ k, x k ^ 2 := by
    obtain ⟨k, hk⟩ := Function.ne_iff.1 hx
    have hk' : x k ≠ 0 := hk
    exact Finset.sum_pos' (fun _ _ => sq_nonneg _) ⟨k, Finset.mem_univ k, by positivity⟩
  obtain ⟨c, hc⟩ : ∃ c : ℝ, c ^ 2 * ∑ k, x k ^ 2 = 1 :=
    ⟨(√(∑ k, x k ^ 2))⁻¹, by rw [inv_pow, Real.sq_sqrt hs.le, inv_mul_cancel₀ hs.ne']⟩
  refine ⟨c • x, ?_, fun k => ?_⟩
  · simp only [Pi.smul_apply, smul_eq_mul, mul_pow]
    rw [← Finset.mul_sum, hc]
  · have h1 := (h k).1
    rw [hBy, Pi.smul_apply, smul_eq_mul] at h1
    simp only [mulVec_smul, Pi.smul_apply, smul_eq_mul]
    linear_combination -c * h1
```

The entries of G are

G(ω)_kl = ∑_j B_kj B_jl / (ω + E_j).

```lean
/-- The entries of the effective coupling as a sum over antiresonant transitions. -/
theorem effCoupling_apply (ω : ℝ) (k l : n) :
    effCoupling E B ω k l = ∑ j, B k j * (ω + E j)⁻¹ * B j l := by
  rw [effCoupling, Matrix.mul_apply]
  exact Finset.sum_congr rfl fun j _ => by rw [Matrix.mul_diagonal]
```

Now let w(t) be an excitation energy that tends to E_i, with E_j ≠ E_i for all j ≠ i. Then G(w(t)) tends to G(E_i), and the amplitudes are bounded by 1. For k ≠ i,

x_k = −t² (G(w)x)_k / (w − E_k) → 0,

and normalisation leaves x_i² → 1. Hence x_k x_i tends to 1 for k = i and to 0 otherwise. The products matter because x is chosen separately at each t (`hex.choice`), so its sign may jump. The filter `𝓝[≠] 0` means t near 0 but not equal to it.

```lean
/-- For positive energies and a non-degenerate level `i`, let `w t` be an excitation energy for
small `t ≠ 0` that tends to `E i` as `t → 0`. Then the effective coupling at `w t` tends to its
value at `E i`, and there are amplitudes `x t` that solve the downfolded equations for small `t ≠ 0`
and whose products `x t k * x t i` tend to `1` for `k = i` and to `0` otherwise. -/
theorem amplitudes_localize (hE : ∀ j, 0 < E j) (hi : ∀ j, j ≠ i → E j ≠ E i)
    (hw : Tendsto w (𝓝[≠] 0) (𝓝 (E i)))
    (hev : ∀ᶠ t in 𝓝[≠] 0, IsExcitation E B t (w t)) :
    ∃ x : ℝ → n → ℝ,
      (∀ᶠ t in 𝓝[≠] 0, ∀ k,
        (w t - E k) * x t k = -(t ^ 2 * (effCoupling E B (w t) *ᵥ x t) k)) ∧
      (∀ k l, Tendsto (fun t => effCoupling E B (w t) k l) (𝓝[≠] 0)
        (𝓝 (effCoupling E B (E i) k l))) ∧
      ∀ k, Tendsto (fun t => x t k * x t i) (𝓝[≠] 0) (𝓝 (if k = i then 1 else 0)) := by
  have hex : ∀ᶠ t in 𝓝[≠] (0 : ℝ), ∃ x : n → ℝ, ∑ k, x k ^ 2 = 1 ∧
      ∀ k, (w t - E k) * x k = -(t ^ 2 * (effCoupling E B (w t) *ᵥ x) k) := by
    filter_upwards [hw.eventually (lt_mem_nhds (hE i)), hev] with t h1 h2
    exact downfold (fun j => add_pos h1 (hE j)) h2
  obtain ⟨x, hx⟩ := hex.choice
  have hG : ∀ k l, Tendsto (fun t => effCoupling E B (w t) k l) (𝓝[≠] 0)
      (𝓝 (effCoupling E B (E i) k l)) := by
    intro k l
    simp only [effCoupling_apply]
    exact tendsto_finsetSum _ fun j _ => (((hw.add_const (E j)).inv₀
      (add_pos (hE i) (hE j)).ne').const_mul (B k j)).mul_const (B j l)
  -- amplitudes are bounded by one, so they preserve convergence to zero
  have hbd : ∀ (f : ℝ → ℝ) (k : n), Tendsto f (𝓝[≠] 0) (𝓝 0) →
      Tendsto (fun t => f t * x t k) (𝓝[≠] 0) (𝓝 0) := by
    intro f k hf
    refine squeeze_zero_norm' ?_ (tendsto_zero_iff_norm_tendsto_zero.1 hf)
    filter_upwards [hx] with t h1
    have h2 : x t k ^ 2 ≤ ∑ k, x t k ^ 2 :=
      Finset.single_le_sum (f := fun k => x t k ^ 2) (fun _ _ => sq_nonneg _)
        (Finset.mem_univ k)
    rw [h1.1] at h2
    have h3 : ‖x t k‖ ≤ 1 := by
      rw [Real.norm_eq_abs]
      exact abs_le.2 ⟨by nlinarith, by nlinarith⟩
    rw [norm_mul]
    exact mul_le_of_le_one_right (norm_nonneg _) h3
  have ht : Tendsto (fun t : ℝ => t ^ 2) (𝓝[≠] 0) (𝓝 0) := by
    have h : Tendsto (fun t : ℝ => t ^ 2) (𝓝 0) (𝓝 (0 ^ 2)) := (continuous_pow 2).tendsto 0
    rw [zero_pow two_ne_zero] at h
    exact h.mono_left nhdsWithin_le_nhds
  -- amplitudes with `k ≠ i` tend to zero, since `w t - E k` stays away from zero
  have hx0 : ∀ k, k ≠ i → Tendsto (fun t => x t k) (𝓝[≠] 0) (𝓝 0) := by
    intro k hk
    have hnum : Tendsto (fun t => t ^ 2 * (effCoupling E B (w t) *ᵥ x t) k)
        (𝓝[≠] 0) (𝓝 0) := by
      have h : Tendsto (fun t => ∑ l, t ^ 2 * effCoupling E B (w t) k l * x t l)
          (𝓝[≠] 0) (𝓝 (∑ _l : n, (0 : ℝ))) :=
        tendsto_finsetSum _ fun l _ => hbd _ l (by
          have h' := ht.mul (hG k l)
          rwa [zero_mul] at h')
      rw [Finset.sum_const_zero] at h
      refine h.congr fun t => ?_
      simp only [mulVec, dotProduct, Finset.mul_sum, mul_assoc]
    have hq := hnum.neg.div (hw.sub_const (E k)) (sub_ne_zero.2 (hi k hk).symm)
    rw [neg_zero, zero_div] at hq
    refine hq.congr' ?_
    filter_upwards [hx, hw.eventually_ne (hi k hk).symm] with t h1 h2
    change -(t ^ 2 * (effCoupling E B (w t) *ᵥ x t) k) / (w t - E k) = x t k
    rw [div_eq_iff (sub_ne_zero.2 h2)]
    linear_combination -(h1.2 k)
  refine ⟨x, hx.mono fun t h => h.2, hG, fun k => ?_⟩
  by_cases hk : k = i
  · -- in the limit, normalisation leaves all the weight on transition `i`
    rw [if_pos hk, hk]
    have h : Tendsto (fun t => ∑ l ∈ Finset.univ.erase i, x t l * x t l)
        (𝓝[≠] 0) (𝓝 (∑ _l ∈ Finset.univ.erase i, (0 : ℝ))) :=
      tendsto_finsetSum _ fun l hl => hbd _ l (hx0 l (Finset.ne_of_mem_erase hl))
    rw [Finset.sum_const_zero] at h
    have h' := h.const_sub 1
    rw [sub_zero] at h'
    refine h'.congr' ?_
    filter_upwards [hx] with t h1
    have h2 := Finset.add_sum_erase Finset.univ (fun l => x t l * x t l) (Finset.mem_univ i)
    have h3 : ∑ l, x t l * x t l = 1 := by
      rw [← h1.1]
      exact Finset.sum_congr rfl fun l _ => (sq (x t l)).symm
    simp only [h3] at h2
    linarith
  · rw [if_neg hk]
    exact hbd _ i (hx0 k hk)
```

Multiply row i by x_i and divide by t² x_i²:

(w − E_i)/t² = −∑_l G(w)_il x_l x_i / x_i² → −G(E_i)_ii = −S_i.

The last equality uses B_ij = B_ji, the hypothesis `hB`, which holds for real orbitals. The branch w is assumed to exist and to be continuous at 0; no smoothness of the eigenvectors is required.

```lean
/-- For positive energies, symmetric coupling and a non-degenerate level `i`, an excitation
energy continuous at `t = 0` with value `E i` there deviates from `E i` by
`-t ^ 2 * levelShift E B i` to leading order. -/
theorem tendsto_shift (hE : ∀ j, 0 < E j) (hB : B.IsSymm) (hi : ∀ j, j ≠ i → E j ≠ E i)
    (hw : ContinuousAt w 0) (h0 : w 0 = E i)
    (hev : ∀ᶠ t in 𝓝 0, IsExcitation E B t (w t)) :
    Tendsto (fun t => (w t - E i) / t ^ 2) (𝓝[≠] 0) (𝓝 (-levelShift E B i)) := by
  have hwt : Tendsto w (𝓝[≠] 0) (𝓝 (E i)) := by
    rw [← h0]
    exact hw.tendsto.mono_left nhdsWithin_le_nhds
  obtain ⟨x, hx, hG, hp⟩ :=
    amplitudes_localize hE hi hwt (hev.filter_mono nhdsWithin_le_nhds)
  have hii := hp i
  rw [if_pos rfl] at hii
  have hS : ∑ l, effCoupling E B (E i) i l * (if l = i then (1 : ℝ) else 0) =
      levelShift E B i := by
    simp only [mul_ite, mul_one, mul_zero, Finset.sum_ite_eq', Finset.mem_univ, if_true]
    rw [effCoupling_apply, levelShift]
    refine Finset.sum_congr rfl fun j _ => ?_
    rw [hB.apply i j]
    ring
  have hN := tendsto_finsetSum Finset.univ fun l _ => (hG i l).mul (hp l)
  rw [hS] at hN
  have hfin := hN.neg.div hii one_ne_zero
  rw [div_one] at hfin
  refine hfin.congr' ?_
  -- row `i` of the downfolded problem, multiplied by the amplitude `x i`
  filter_upwards [hx, hii.eventually_ne one_ne_zero, self_mem_nhdsWithin] with t h1 h2 h3
  have h4 : t ≠ 0 := h3
  have hs : ∑ l, effCoupling E B (w t) i l * (x t l * x t i) =
      (effCoupling E B (w t) *ᵥ x t) i * x t i := by
    simp only [mulVec, dotProduct, Finset.sum_mul, mul_assoc]
  change -(∑ l, effCoupling E B (w t) i l * (x t l * x t i)) / (x t i * x t i) = _
  rw [hs, div_eq_div_iff h2 (pow_ne_zero 2 h4)]
  linear_combination -(x t i) * h1 i
```

Suppose further that w is twice differentiable at 0. In the code `w'` is its derivative near 0, and `c` is w''(0). The difference quotient is

(w − E_i)/t = t · (w − E_i)/t² → 0,

so w'(0) = 0. By l'Hôpital's rule, (w − E_i)/t² has the same limit as w'(t)/(2t), namely w''(0)/2. Two limits of one function agree, so

w''(0) = −2 ∑_j B_ij² / (E_i + E_j).

```lean
/-- The Tamm-Dancoff error is of second order: for positive energies, symmetric coupling and a
non-degenerate level `i`, a twice differentiable excitation energy with `w 0 = E i` has
`w'(0) = 0` and `w''(0) = -2 ∑ j, B i j ^ 2 / (E i + E j)`. -/
theorem tammDancoff_second_order (hE : ∀ j, 0 < E j) (hB : B.IsSymm)
    (hi : ∀ j, j ≠ i → E j ≠ E i) {w' : ℝ → ℝ} {c : ℝ}
    (hw : ∀ᶠ t in 𝓝 0, HasDerivAt w (w' t) t) (hw' : HasDerivAt w' c 0) (h0 : w 0 = E i)
    (hev : ∀ᶠ t in 𝓝 0, IsExcitation E B t (w t)) :
    w' 0 = 0 ∧ c = -2 * ∑ j, B i j ^ 2 / (E i + E j) := by
  have hd := hw.self_of_nhds
  have hlim := tendsto_shift hE hB hi hd.continuousAt h0 hev
  have hid : Tendsto (fun t : ℝ => t) (𝓝[≠] 0) (𝓝 0) :=
    tendsto_id.mono_left nhdsWithin_le_nhds
  -- the difference quotient is `t` times a convergent quantity
  have hfirst : w' 0 = 0 := by
    have h1 := hasDerivAt_iff_tendsto_slope.1 hd
    have h2 := hid.mul hlim
    rw [zero_mul] at h2
    refine tendsto_nhds_unique h1 (h2.congr' ?_)
    filter_upwards [self_mem_nhdsWithin] with t ht
    have ht' : t ≠ 0 := ht
    rw [slope_def_field, h0, sub_zero]
    field_simp
  refine ⟨hfirst, ?_⟩
  -- l'Hôpital's rule identifies the limit with half the second derivative
  have hdiv : Tendsto (fun t => w' t / (2 * t)) (𝓝[≠] 0) (𝓝 (c / 2)) := by
    refine ((hasDerivAt_iff_tendsto_slope.1 hw').div_const 2).congr' ?_
    filter_upwards [self_mem_nhdsWithin] with t ht
    have ht' : t ≠ 0 := ht
    rw [slope_def_field, hfirst, sub_zero, sub_zero, div_div, mul_comm t 2]
  have hnum : Tendsto (fun t => w t - E i) (𝓝[≠] 0) (𝓝 0) := by
    have h := (hd.continuousAt.tendsto.mono_left
      (nhdsWithin_le_nhds (s := {0}ᶜ))).sub_const (E i)
    rwa [h0, sub_self] at h
  have hden : Tendsto (fun t : ℝ => t ^ 2) (𝓝[≠] 0) (𝓝 0) := by
    have h := hid.pow 2
    rwa [zero_pow two_ne_zero] at h
  have hL : Tendsto (fun t => (w t - E i) / t ^ 2) (𝓝[≠] 0) (𝓝 (c / 2)) := by
    refine HasDerivAt.lhopital_zero_nhdsNE (f' := w') (g' := fun t => 2 * t)
      ?_ ?_ ?_ hnum hden hdiv
    · exact (hw.filter_mono nhdsWithin_le_nhds).mono fun t h => h.sub_const (E i)
    · exact Eventually.of_forall fun t => by simpa using hasDerivAt_pow 2 t
    · filter_upwards [self_mem_nhdsWithin] with t ht
      exact mul_ne_zero two_ne_zero ht
  have h := tendsto_nhds_unique hL hlim
  rw [levelShift] at h
  linarith
```

If row i of B has a nonzero entry, then S_i > 0 and (w − E_i)/t² is eventually negative, so the level drops. If the row vanishes, then (G(w)x)_i = 0 and (w − E_i)x_i = 0. Since x_i ≠ 0 for small t ≠ 0, the level stays exactly at E_i.

```lean
/-- For positive energies, symmetric coupling and a non-degenerate level `i`, a continuous
excitation energy starting at `E i` lies strictly below `E i` for small `t ≠ 0` if row `i` of
`B` is nonzero, and equals `E i` for small `t` if that row vanishes. -/
theorem drops_or_stays (hE : ∀ j, 0 < E j) (hB : B.IsSymm) (hi : ∀ j, j ≠ i → E j ≠ E i)
    (hw : ContinuousAt w 0) (h0 : w 0 = E i)
    (hev : ∀ᶠ t in 𝓝 0, IsExcitation E B t (w t)) :
    ((∃ j, B i j ≠ 0) → ∀ᶠ t in 𝓝[≠] 0, w t < E i) ∧
      ((∀ j, B i j = 0) → ∀ᶠ t in 𝓝 0, w t = E i) := by
  constructor
  · rintro ⟨j, hj⟩
    have hpos : 0 < levelShift E B i :=
      Finset.sum_pos' (fun k _ => div_nonneg (sq_nonneg _) (add_pos (hE i) (hE k)).le)
        ⟨j, Finset.mem_univ j, div_pos (by positivity) (add_pos (hE i) (hE j))⟩
    filter_upwards [(tendsto_shift hE hB hi hw h0 hev).eventually
      (gt_mem_nhds (neg_lt_zero.2 hpos))] with t ht
    by_contra hcon
    exact absurd ht (not_lt_of_ge
      (div_nonneg (sub_nonneg.2 (not_lt.1 hcon)) (sq_nonneg t)))
  · intro hrow
    have hwt : Tendsto w (𝓝[≠] 0) (𝓝 (E i)) := by
      rw [← h0]
      exact hw.tendsto.mono_left nhdsWithin_le_nhds
    obtain ⟨x, hx, -, hp⟩ :=
      amplitudes_localize hE hi hwt (hev.filter_mono nhdsWithin_le_nhds)
    have hii := hp i
    rw [if_pos rfl] at hii
    have h : ∀ᶠ t in 𝓝[≠] 0, w t = E i := by
      filter_upwards [hx, hii.eventually_ne one_ne_zero] with t h1 h2
      -- row `i` of the effective coupling vanishes
      have h3 : (effCoupling E B (w t) *ᵥ x t) i = 0 := by
        simp [mulVec, dotProduct, effCoupling_apply, hrow]
      have h4 := h1 i
      rw [h3, mul_zero, neg_zero] at h4
      exact sub_eq_zero.1 ((mul_eq_zero.1 h4).resolve_right (left_ne_zero_of_mul h2))
    filter_upwards [eventually_nhdsWithin_iff.1 h] with t ht
    by_cases h5 : t = 0
    · rw [h5, h0]
    · exact ht h5
```

Diagonal coupling supplies an explicit branch. Each transition is then a two-by-two problem with

s = √(E_i² − t²b_i²), x_i = E_i + s, y_i = −t b_i,

and all other amplitudes zero. Dividing by √(2E_i(E_i + s)) gives the vector unit Euclidean length; the usual Bethe-Salpeter normalisation x_i² − y_i² = 1 is reached by dividing by √(2s(E_i + s)) instead, for s > 0. Expanding the root by hand gives a drop of t²b_i²/(2E_i) to leading order, in agreement with S_i.

```lean
/-- For diagonal coupling `b` and `E i > 0`, the energy `√(E i ^ 2 - (t * b i) ^ 2)` is an
excitation energy as long as `(t * b i) ^ 2 ≤ E i ^ 2`. -/
theorem diagonal_coupling_witness (b : n → ℝ) {t : ℝ} (hE : 0 < E i)
    (ht : (t * b i) ^ 2 ≤ E i ^ 2) :
    IsExcitation E (diagonal b) t (√(E i ^ 2 - (t * b i) ^ 2)) := by
  have hs := Real.sq_sqrt (sub_nonneg.2 ht)
  have hs0 := Real.sqrt_nonneg (E i ^ 2 - (t * b i) ^ 2)
  generalize √(E i ^ 2 - (t * b i) ^ 2) = s at hs hs0 ⊢
  refine ⟨Pi.single i (E i + s), Pi.single i (-(t * b i)), Or.inl fun h => ?_, ?_⟩
  · have h1 := congrFun h i
    rw [Pi.single_eq_same, Pi.zero_apply] at h1
    linarith
  · rw [bse_mulVec_iff]
    intro k
    rw [mulVec_diagonal, mulVec_diagonal]
    by_cases hk : k = i
    · rw [hk, Pi.single_eq_same, Pi.single_eq_same]
      exact ⟨by linear_combination -hs, by ring⟩
    · rw [Pi.single_eq_of_ne hk, Pi.single_eq_of_ne hk]
      exact ⟨by ring, by ring⟩

end

end TammDancoffErrorOrder
```

```lean
#print axioms TammDancoffErrorOrder.tammDancoff_second_order
-- 'TammDancoffErrorOrder.tammDancoff_second_order' depends on axioms: [propext, Classical.choice, Quot.sound]
#print axioms TammDancoffErrorOrder.drops_or_stays
-- 'TammDancoffErrorOrder.drops_or_stays' depends on axioms: [propext, Classical.choice, Quot.sound]
```
